# Steps that minimise the error bounds for central-difference first and second energy derivatives

**Q:** I have SCF energies but no analytic derivatives, so I displace a nucleus by $\pm h$ and take differences. I must choose $h$. A large step gives truncation error, and a small one amplifies the convergence noise. What does the formal result tell me?

**A:** It gives the step that minimises a guaranteed error bound, for one displacement coordinate and given bounds on the noise and on a higher derivative. Let $E$ be the fully converged energy along that coordinate, $F$ the energy your program returns, and $d$ a bound on $|F-E|$. The derivatives of $E$ are $E_1, E_2, E_3, E_4$; the subscripts do not label states or perturbation orders. The difference quotients and the two bounds are defined first.

```lean
import Mathlib

open Set

namespace FiniteDifferenceStep

noncomputable section

/-- Central-difference gradient of an energy curve `F` at `x` with step `h ≠ 0`. -/
def centralGradient (F : ℝ → ℝ) (x h : ℝ) : ℝ := (F (x + h) - F (x - h)) / (2 * h)

/-- Central-difference second derivative of an energy curve `F` at `x` with step `h ≠ 0`. -/
def centralHessian (F : ℝ → ℝ) (x h : ℝ) : ℝ := (F (x + h) - 2 * F x + F (x - h)) / h ^ 2

/-- Truncation plus noise bound for the gradient, as a function of the step `h > 0`. -/
def gradientBound (a d h : ℝ) : ℝ := a * h ^ 2 + d / h

/-- Truncation plus noise bound for the second derivative, as a function of the step `h ≠ 0`. -/
def hessianBound (b d h : ℝ) : ℝ := b * h ^ 2 + 4 * d / h ^ 2
```

**Q:** `centralHessian` returns a single number. My Hessian is a matrix.

**A:** The name is generous: it estimates the second derivative along one line, hence a diagonal element of the Hessian if the line is a coordinate axis. Mixed derivatives are not treated here.

**Q:** Where do the two forms of the bound come from? I would not accept them as postulates.

**A:** They are derived. The tool is simple: if $f(0)=0$ and $|f'(t)|\le Ct^n$, then integrating from $0$ gives $|f(t)|\le Ct^{n+1}/(n+1)$.

```lean
/-- A function that vanishes at zero and whose derivative is at most `C t ^ n` in size on
`[0, h]` is itself at most `C t ^ (n + 1) / (n + 1)` in size there. -/
theorem growth {f f' : ℝ → ℝ} {C h : ℝ} (n : ℕ) (h0 : f 0 = 0)
    (hd : ∀ t ∈ Icc 0 h, HasDerivAt f (f' t) t)
    (hb : ∀ t ∈ Icc 0 h, |f' t| ≤ C * t ^ n) :
    ∀ t ∈ Icc 0 h, |f t| ≤ C * t ^ (n + 1) / ((n : ℝ) + 1) := by
  have hn : (n : ℝ) + 1 ≠ 0 := by positivity
  have hB : ∀ t : ℝ, HasDerivAt (fun t : ℝ => C * t ^ (n + 1) / ((n : ℝ) + 1)) (C * t ^ n) t := by
    intro t
    refine (((hasDerivAt_pow (n + 1) t).const_mul C).div_const ((n : ℝ) + 1)).congr_deriv ?_
    rw [Nat.add_sub_cancel, Nat.cast_add, Nat.cast_one]
    field_simp
  intro t ht
  rw [← Real.norm_eq_abs]
  exact image_norm_le_of_norm_deriv_right_le_deriv_boundary
    (B := fun t : ℝ => C * t ^ (n + 1) / ((n : ℝ) + 1)) (B' := fun t => C * t ^ n)
    (fun s hs => (hd s hs).continuousAt.continuousWithinAt)
    (fun s hs => (hd s (Ico_subset_Icc_self hs)).hasDerivWithinAt)
    (by simp [h0]) hB (fun s hs => hb s (Ico_subset_Icc_self hs)) ht
```

Lean uses a Mathlib comparison theorem here instead of an integral, so the highest derivative need not be continuous. The lemma `hB` checks that the comparison function has derivative $Ct^n$.

Now let $|E_3|\le M$ on $[x-h,x+h]$ and put $R(t)=E(x+t)-E(x-t)-2tE_1(x)$. Then

$$R'=E_1(x+t)+E_1(x-t)-2E_1(x),$$
$$R''=E_2(x+t)-E_2(x-t),\qquad R'''=E_3(x+t)+E_3(x-t).$$

$R$, $R'$ and $R''$ vanish at $t=0$, and $|R'''|\le 2M$. Three integrations give $|R''|\le 2Mt$, $|R'|\le Mt^2$ and $|R|\le Mt^3/3$. These are `s2`, `s1` and `s0` in the proof.

```lean
/-- If the third derivative of the energy is at most `M` in size on `[x - h, x + h]`, the
antisymmetric energy difference equals `2 t E'(x)` up to `M t ^ 3 / 3`, for `0 ≤ t ≤ h`. -/
theorem antisymmetric_remainder {E E₁ E₂ E₃ : ℝ → ℝ} {x h M : ℝ}
    (h1 : ∀ y ∈ Icc (x - h) (x + h), HasDerivAt E (E₁ y) y)
    (h2 : ∀ y ∈ Icc (x - h) (x + h), HasDerivAt E₁ (E₂ y) y)
    (h3 : ∀ y ∈ Icc (x - h) (x + h), HasDerivAt E₂ (E₃ y) y)
    (hM : ∀ y ∈ Icc (x - h) (x + h), |E₃ y| ≤ M) :
    ∀ t ∈ Icc 0 h, |E (x + t) - E (x - t) - 2 * t * E₁ x| ≤ M * t ^ 3 / 3 := by
  have p : ∀ t ∈ Icc 0 h, x + t ∈ Icc (x - h) (x + h) := fun t ht =>
    ⟨by linarith [ht.1, ht.2], by linarith [ht.2]⟩
  have m : ∀ t ∈ Icc 0 h, x - t ∈ Icc (x - h) (x + h) := fun t ht =>
    ⟨by linarith [ht.2], by linarith [ht.1, ht.2]⟩
  -- integrate the bound on the third derivative three times
  have s2 := growth (f := fun t => E₂ (x + t) - E₂ (x - t))
    (f' := fun t => E₃ (x + t) + E₃ (x - t)) (C := 2 * M) (h := h) 0 (by simp)
    (fun t ht => (((h3 _ (p t ht)).comp_const_add x t).fun_sub
      ((h3 _ (m t ht)).comp_const_sub x t)).congr_deriv
        (by show _ = E₃ (x + t) + E₃ (x - t); ring))
    (fun t ht => by
      obtain ⟨u1, u2⟩ := abs_le.mp (hM _ (p t ht))
      obtain ⟨v1, v2⟩ := abs_le.mp (hM _ (m t ht))
      show |E₃ (x + t) + E₃ (x - t)| ≤ 2 * M * t ^ 0
      rw [pow_zero, abs_le]
      constructor <;> linarith)
  have s1 := growth (f := fun t => E₁ (x + t) + E₁ (x - t) - 2 * E₁ x)
    (f' := fun t => E₂ (x + t) - E₂ (x - t)) (C := 2 * M) (h := h) 1
    (by simp only [add_zero, sub_zero]; ring)
    (fun t ht => ((((h2 _ (p t ht)).comp_const_add x t).fun_add
      ((h2 _ (m t ht)).comp_const_sub x t)).sub_const (2 * E₁ x)).congr_deriv
        (by show _ = E₂ (x + t) - E₂ (x - t); ring))
    (fun t ht => (s2 t ht).trans (le_of_eq (by norm_num)))
  have s0 := growth (f := fun t => E (x + t) - E (x - t) - 2 * t * E₁ x)
    (f' := fun t => E₁ (x + t) + E₁ (x - t) - 2 * E₁ x) (C := M) (h := h) 2 (by simp)
    (fun t ht => ((((h1 _ (p t ht)).comp_const_add x t).fun_sub
      ((h1 _ (m t ht)).comp_const_sub x t)).fun_sub
        (((hasDerivAt_id' t).const_mul 2).mul_const (E₁ x))).congr_deriv
        (by show _ = E₁ (x + t) + E₁ (x - t) - 2 * E₁ x; ring))
    (fun t ht => (s1 t ht).trans (le_of_eq (by push_cast; ring)))
  exact fun t ht => (s0 t ht).trans (le_of_eq (by push_cast; ring))
```

**Q:** And the noise? Errors at neighbouring geometries often cancel.

**A:** They may, but the bound takes the worst case. Two energies, each wrong by at most $d$, contribute $2d$ to the numerator. Dividing by $2h$ gives

$$|\text{gradient error}|\le \frac{1}{2h}\left(\frac{Mh^3}{3}+2d\right)=\frac{M}{6}h^2+\frac dh .$$

Lean multiplies through by $2h$, splits the absolute values with `abs_le`, and lets `linarith` add the inequalities.

```lean
/-- With energies accurate to `d` and a third derivative at most `M` in size on
`[x - h, x + h]`, the central-difference gradient with step `h > 0` has error at most
`(M / 6) h ^ 2 + d / h`. -/
theorem gradient_error {F E E₁ E₂ E₃ : ℝ → ℝ} {x h M d : ℝ} (hh : 0 < h)
    (h1 : ∀ y ∈ Icc (x - h) (x + h), HasDerivAt E (E₁ y) y)
    (h2 : ∀ y ∈ Icc (x - h) (x + h), HasDerivAt E₁ (E₂ y) y)
    (h3 : ∀ y ∈ Icc (x - h) (x + h), HasDerivAt E₂ (E₃ y) y)
    (hM : ∀ y ∈ Icc (x - h) (x + h), |E₃ y| ≤ M)
    (hF : ∀ y ∈ Icc (x - h) (x + h), |F y - E y| ≤ d) :
    |centralGradient F x h - E₁ x| ≤ gradientBound (M / 6) d h := by
  obtain ⟨r1, r2⟩ := abs_le.mp (antisymmetric_remainder h1 h2 h3 hM h ⟨hh.le, le_rfl⟩)
  obtain ⟨u1, u2⟩ := abs_le.mp (hF (x + h) ⟨by linarith, le_rfl⟩)
  obtain ⟨v1, v2⟩ := abs_le.mp (hF (x - h) ⟨le_rfl, by linarith⟩)
  have h2h : 0 < 2 * h := by linarith
  have e : centralGradient F x h - E₁ x
      = (F (x + h) - F (x - h) - 2 * h * E₁ x) / (2 * h) := by
    rw [sub_div, mul_div_cancel_left₀ _ h2h.ne', centralGradient]
  have c : d / h * h = d := by field_simp
  have w : gradientBound (M / 6) d h * (2 * h) = M * h ^ 3 / 3 + 2 * d := by
    unfold gradientBound
    linear_combination 2 * c
  rw [e, abs_div, abs_of_pos h2h, div_le_iff₀ h2h, w, abs_le]
  constructor <;> linarith
```

For the second derivative, let $M$ bound $|E_4|$ instead, and put $S(t)=E(x+t)+E(x-t)-2E(x)-t^2E_2(x)$. Its derivative $E_1(x+t)-E_1(x-t)-2tE_2(x)$ is the previous remainder with $E_1$ in place of $E$, so it is at most $Mt^3/3$ in size. Since $S(0)=0$, one more integration gives $|S|\le Mt^4/12$. The noise is now $d+2d+d=4d$, because the central energy enters twice. Division by $h^2$ yields $(M/12)h^2+4d/h^2$.

```lean
/-- With energies accurate to `d` and a fourth derivative at most `M` in size on
`[x - h, x + h]`, the central-difference second derivative with step `h > 0` has error at most
`(M / 12) h ^ 2 + 4 d / h ^ 2`. -/
theorem hessian_error {F E E₁ E₂ E₃ E₄ : ℝ → ℝ} {x h M d : ℝ} (hh : 0 < h)
    (h1 : ∀ y ∈ Icc (x - h) (x + h), HasDerivAt E (E₁ y) y)
    (h2 : ∀ y ∈ Icc (x - h) (x + h), HasDerivAt E₁ (E₂ y) y)
    (h3 : ∀ y ∈ Icc (x - h) (x + h), HasDerivAt E₂ (E₃ y) y)
    (h4 : ∀ y ∈ Icc (x - h) (x + h), HasDerivAt E₃ (E₄ y) y)
    (hM : ∀ y ∈ Icc (x - h) (x + h), |E₄ y| ≤ M)
    (hF : ∀ y ∈ Icc (x - h) (x + h), |F y - E y| ≤ d) :
    |centralHessian F x h - E₂ x| ≤ hessianBound (M / 12) d h := by
  -- integrate the remainder of the gradient once more
  have s := growth (f := fun t => E (x + t) + E (x - t) - 2 * E x - t * t * E₂ x)
    (f' := fun t => E₁ (x + t) - E₁ (x - t) - 2 * t * E₂ x) (C := M / 3) (h := h) 3
    (by simp only [add_zero, sub_zero]; ring)
    (fun t ht => (((((h1 (x + t) ⟨by linarith [ht.1], by linarith [ht.2]⟩).comp_const_add
      x t).fun_add ((h1 (x - t) ⟨by linarith [ht.2], by linarith [ht.1]⟩).comp_const_sub
      x t)).sub_const (2 * E x)).fun_sub
        (((hasDerivAt_id' t).fun_mul (hasDerivAt_id' t)).mul_const (E₂ x))).congr_deriv
        (by show _ = E₁ (x + t) - E₁ (x - t) - 2 * t * E₂ x; ring))
    (fun t ht => (antisymmetric_remainder h2 h3 h4 hM t ht).trans (le_of_eq (by ring)))
  have r : |E (x + h) + E (x - h) - 2 * E x - h * h * E₂ x| ≤ M * h ^ 4 / 12 :=
    (s h ⟨hh.le, le_rfl⟩).trans (le_of_eq (by push_cast; ring))
  obtain ⟨r1, r2⟩ := abs_le.mp r
  obtain ⟨u1, u2⟩ := abs_le.mp (hF (x + h) ⟨by linarith, le_rfl⟩)
  obtain ⟨v1, v2⟩ := abs_le.mp (hF (x - h) ⟨le_rfl, by linarith⟩)
  obtain ⟨w1, w2⟩ := abs_le.mp (hF x ⟨by linarith, by linarith⟩)
  have hsq : 0 < h ^ 2 := by positivity
  have e : centralHessian F x h - E₂ x
      = (F (x + h) - 2 * F x + F (x - h) - h ^ 2 * E₂ x) / h ^ 2 := by
    rw [sub_div, mul_div_cancel_left₀ _ hsq.ne', centralHessian]
  have c : 4 * d / h ^ 2 * h ^ 2 = 4 * d := by field_simp
  have w : hessianBound (M / 12) d h * h ^ 2 = M * h ^ 4 / 12 + 4 * d := by
    unfold hessianBound
    linear_combination c
  rw [e, abs_div, abs_of_pos hsq, div_le_iff₀ hsq, w, abs_le]
  constructor <;> nlinarith
```

**Q:** Setting the derivative of the bound to zero gives a stationary point. Is it the global minimum?

**A:** Yes, and an algebraic identity shows it without calculus. Write $a=M/6$ and let $k>0$ satisfy $k^3=d/(2a)$. Substituting $d=2ak^3$,

$$ah^2+\frac dh-3ak^2=\frac{a(h^3-3k^2h+2k^3)}{h}=\frac{a(h-k)^2(h+2k)}{h}\ge 0,$$

with equality only at $h=k$. Since $(ak^2)^3=ad^2/4$, the minimum $3ak^2$ equals $3(ad^2/4)^{1/3}$.

In the theorem, `Ioi 0` is the set of positive steps. `IsLeast` says that the value is reached by some positive step and that no positive step goes below it. The second part says which step reaches it.

```lean
/-- For `a, d > 0` the least value of the gradient bound over positive steps is
`3 (a d ^ 2 / 4) ^ (1 / 3)`, and a positive step attains it exactly when `h ^ 3 = d / (2 a)`. -/
theorem gradient_step_optimal {a d : ℝ} (ha : 0 < a) (hd : 0 < d) :
    IsLeast (gradientBound a d '' Ioi 0) (3 * (a * d ^ 2 / 4) ^ (1 / 3 : ℝ)) ∧
    ∀ h > 0, gradientBound a d h = 3 * (a * d ^ 2 / 4) ^ (1 / 3 : ℝ) ↔ h ^ 3 = d / (2 * a) := by
  have hq : 0 < d / (2 * a) := by positivity
  obtain ⟨k, hk, hk3⟩ : ∃ k : ℝ, 0 < k ∧ k ^ 3 = d / (2 * a) := by
    refine ⟨(d / (2 * a)) ^ (1 / 3 : ℝ), Real.rpow_pos_of_pos hq _, ?_⟩
    rw [← Real.rpow_natCast, ← Real.rpow_mul hq.le]
    norm_num
  have hdk : d = 2 * a * k ^ 3 := by rw [hk3]; field_simp
  have hval : 3 * (a * d ^ 2 / 4) ^ (1 / 3 : ℝ) = 3 * a * k ^ 2 := by
    have hp : 0 ≤ a * k ^ 2 := by positivity
    have e : a * d ^ 2 / 4 = (a * k ^ 2) ^ 3 := by rw [hdk]; ring
    have c : ((a * k ^ 2) ^ 3) ^ (1 / 3 : ℝ) = a * k ^ 2 := by
      rw [← Real.rpow_natCast (a * k ^ 2) 3, ← Real.rpow_mul hp]
      norm_num
    rw [e, c]; ring
  -- the excess over the minimum is an explicit nonnegative term
  have ex : ∀ h > 0, gradientBound a d h
      = 3 * a * k ^ 2 + a * (h - k) ^ 2 * (h + 2 * k) / h := by
    intro h hh
    have hne : h ≠ 0 := ne_of_gt hh
    unfold gradientBound
    rw [hdk]
    field_simp
    ring
  rw [hval]
  refine ⟨⟨⟨k, hk, by rw [ex k hk]; simp⟩, ?_⟩, ?_⟩
  · rintro _ ⟨h, hh, rfl⟩
    have hh' : 0 < h := hh
    have : 0 ≤ a * (h - k) ^ 2 * (h + 2 * k) / h := by positivity
    rw [ex h hh']
    linarith
  · intro h hh
    constructor
    · intro e
      rw [ex h hh] at e
      have z : h - k = 0 := by
        by_contra hc
        have sq : 0 < (h - k) ^ 2 :=
          lt_of_le_of_ne (sq_nonneg _) (Ne.symm (pow_ne_zero 2 hc))
        have := div_pos (mul_pos (mul_pos ha sq) (by linarith : 0 < h + 2 * k)) hh
        linarith
      rw [sub_eq_zero.mp z, hk3]
    · intro e
      have hhk : h = k :=
        (pow_left_inj₀ (le_of_lt hh) hk.le (by norm_num)).mp (e.trans hk3.symm)
      rw [hhk, ex k hk]
      simp
```

The proof constructs `k` as a real cube root, and `ex` is the identity above. `positivity` gives the lower bound. If $h\ne k$, the excess is strictly positive, which settles uniqueness.

For the second derivative, write $b=M/12$ and $k^4=4d/b$. Then

$$bh^2+\frac{4d}{h^2}-2bk^2=\frac{b(h^2-k^2)^2}{h^2}\ge 0,$$

and $k^2=2\sqrt{d/b}$ turns the minimum $2bk^2$ into $4\sqrt{bd}$. The proof has the same structure, with `k` built from two square roots.

```lean
/-- For `b, d > 0` the least value of the second-derivative bound over positive steps is
`4 √(b d)`, and a positive step attains it exactly when `h ^ 4 = 4 d / b`. -/
theorem hessian_step_optimal {b d : ℝ} (hb : 0 < b) (hd : 0 < d) :
    IsLeast (hessianBound b d '' Ioi 0) (4 * Real.sqrt (b * d)) ∧
    ∀ h > 0, hessianBound b d h = 4 * Real.sqrt (b * d) ↔ h ^ 4 = 4 * d / b := by
  have hq : 0 < 4 * d / b := by positivity
  obtain ⟨k, hk, hk4⟩ : ∃ k : ℝ, 0 < k ∧ k ^ 4 = 4 * d / b := by
    refine ⟨Real.sqrt (Real.sqrt (4 * d / b)), Real.sqrt_pos.mpr (Real.sqrt_pos.mpr hq), ?_⟩
    calc Real.sqrt (Real.sqrt (4 * d / b)) ^ 4
        = (Real.sqrt (Real.sqrt (4 * d / b)) ^ 2) ^ 2 := by rw [← pow_mul]
      _ = 4 * d / b := by rw [Real.sq_sqrt (Real.sqrt_nonneg _), Real.sq_sqrt hq.le]
  have hdk : d = b * k ^ 4 / 4 := by rw [hk4]; field_simp
  have hval : 4 * Real.sqrt (b * d) = 2 * b * k ^ 2 := by
    have e : b * d = (b * k ^ 2 / 2) ^ 2 := by rw [hdk]; ring
    rw [e, Real.sqrt_sq (by positivity)]
    ring
  -- the excess over the minimum is a square
  have ex : ∀ h > 0, hessianBound b d h
      = 2 * b * k ^ 2 + b * (h ^ 2 - k ^ 2) ^ 2 / h ^ 2 := by
    intro h hh
    have hne : h ≠ 0 := ne_of_gt hh
    unfold hessianBound
    rw [hdk]
    field_simp
    ring
  rw [hval]
  refine ⟨⟨⟨k, hk, by rw [ex k hk]; simp⟩, ?_⟩, ?_⟩
  · rintro _ ⟨h, hh, rfl⟩
    have hh' : 0 < h := hh
    have : 0 ≤ b * (h ^ 2 - k ^ 2) ^ 2 / h ^ 2 := by positivity
    rw [ex h hh']
    linarith
  · intro h hh
    constructor
    · intro e
      rw [ex h hh] at e
      have z : h ^ 2 - k ^ 2 = 0 := by
        by_contra hc
        have sq : 0 < (h ^ 2 - k ^ 2) ^ 2 :=
          lt_of_le_of_ne (sq_nonneg _) (Ne.symm (pow_ne_zero 2 hc))
        have := div_pos (mul_pos hb sq) (pow_pos hh 2)
        linarith
      rw [← hk4]
      linear_combination (h ^ 2 + k ^ 2) * z
    · intro e
      have hhk : h = k :=
        (pow_left_inj₀ (le_of_lt hh) hk.le (by norm_num)).mp (e.trans hk4.symm)
      rw [hhk, ex k hk]
      simp
```

**Q:** What happens if the curve is perfectly harmonic, or the energies carry no noise?

**A:** If just one of these holds, no positive step minimises the gradient bound. For a harmonic curve $E_3=0$, so $M=0$ is allowed in `gradient_error`, and the bound $d/h$ with $d>0$ keeps falling as $h$ grows. With $d=0$ and $a>0$, the bound $ah^2$ approaches zero as $h\to0$ but never reaches it. Allowing either constant to be zero would therefore break the optimality theorem.

**Q:** Can I then quote an error for my gradient?

**A:** You can quote an upper bound on the error of the component along the displaced coordinate. With $a=M/6$ the step that minimises the bound satisfies $h^3=3d/M$, and the error is then at most $3(Md^2/24)^{1/3}$. The last theorem inserts this step into `gradient_error`.

```lean
/-- With energies accurate to `d > 0` and a third derivative at most `M > 0` in size on
`[x - h, x + h]`, the positive step with `h ^ 3 = 3 d / M` gives a central-difference gradient
with error at most `3 (M d ^ 2 / 24) ^ (1 / 3)`. -/
theorem gradient_error_at_optimal_step {F E E₁ E₂ E₃ : ℝ → ℝ} {x h M d : ℝ}
    (hh : 0 < h) (hMpos : 0 < M) (hd : 0 < d) (hstep : h ^ 3 = 3 * d / M)
    (h1 : ∀ y ∈ Icc (x - h) (x + h), HasDerivAt E (E₁ y) y)
    (h2 : ∀ y ∈ Icc (x - h) (x + h), HasDerivAt E₁ (E₂ y) y)
    (h3 : ∀ y ∈ Icc (x - h) (x + h), HasDerivAt E₂ (E₃ y) y)
    (hM : ∀ y ∈ Icc (x - h) (x + h), |E₃ y| ≤ M)
    (hF : ∀ y ∈ Icc (x - h) (x + h), |F y - E y| ≤ d) :
    |centralGradient F x h - E₁ x| ≤ 3 * (M * d ^ 2 / 24) ^ (1 / 3 : ℝ) := by
  have ha : 0 < M / 6 := by positivity
  have hs : h ^ 3 = d / (2 * (M / 6)) := by
    rw [hstep, div_eq_div_iff hMpos.ne' (by positivity)]
    ring
  have e : M * d ^ 2 / 24 = M / 6 * d ^ 2 / 4 := by ring
  rw [e, ← ((gradient_step_optimal ha hd).2 h hh).mpr hs]
  exact gradient_error hh h1 h2 h3 hM hF

end

end FiniteDifferenceStep
```

```lean
#print axioms FiniteDifferenceStep.hessian_error
#print axioms FiniteDifferenceStep.hessian_step_optimal
#print axioms FiniteDifferenceStep.gradient_error_at_optimal_step
```

```
'FiniteDifferenceStep.hessian_error' depends on axioms: [propext, Classical.choice, Quot.sound]
'FiniteDifferenceStep.hessian_step_optimal' depends on axioms: [propext, Classical.choice, Quot.sound]
'FiniteDifferenceStep.gradient_error_at_optimal_step' depends on axioms: [propext, Classical.choice, Quot.sound]
```

**Q:** My $M$ depends on the interval, and the interval depends on $h$. Isn't that circular?

**A:** Not if you choose the interval first. Fix $M$ on a generous interval, compute $h$, and check that $[x-h,x+h]$ lies inside.

**Q:** So this step gives me the smallest error?

**A:** It gives the smallest bound. For a particular molecule another step may happen to give a smaller error.

**Q:** And nothing in the statement mentions Hartree–Fock.

**A:** Correct: $E$ and $F$ are real functions, and the SCF enters only through the hypotheses. The step left to you is to justify them for your calculation: the values of $d$ and $M$, and the existence of three derivatives of $E$ on the whole interval (four for the second-derivative bound). An SCF threshold on the last energy change is not itself a bound on $|F-E|$, and a jump to another SCF solution at one of the displaced geometries can violate the assumed $d$ altogether.
